# Every nonzero real symmetric traceless dipole coupling has a polarisation catastrophe

A molecule in an electric field acquires a dipole, and the field of that dipole polarises its neighbours, which act back on the first. In a model of linear point dipoles, this feedback runs away if the molecules are polarisable enough, or close enough together: the induced dipoles grow without limit. At what polarisability does this happen, and can an arrangement of molecules escape it?

Let the vector $p$ collect all components of the induced dipoles, let $s>0$ be their common polarisability (usually written $\alpha$), and let $E$ be the applied field at the molecules. The matrix $T$ gives the field $Tp$ that the dipoles produce at one another. Then $p=s(E+Tp)$, or

$$(1-sT)\,p=sE .$$

This is the stationarity condition of the energy $\frac{1}{2s}\,p^{\mathsf T}(1-sT)p-E^{\mathsf T}p$, which has a unique minimum exactly when $1-sT$ is positive definite. For point dipoles $T$ is symmetric, and it is traceless because no dipole acts on itself.

The claim is that if $T\neq0$ is real, symmetric and traceless, with largest eigenvalue $t$, then $t>0$. For $s\ge0$ the matrix $1-sT$ is positive definite if and only if $st<1$, and $\operatorname{tr}(1-sT)^{-1}\to+\infty$ as $s$ increases to $1/t$.

## The softest mode sets the threshold

Write $T=U\,\mathrm{diag}(d)\,U^{\mathsf T}$ with $U$ orthogonal. The columns of $U$ are normal modes, the $d_i$ are their coupling constants, and $t=\max_i d_i$.

**Sign of $t$.** The trace gives $\sum_i d_i=0$. If $t\le0$, then every $d_i\le0$. Nonpositive numbers with sum zero all vanish, so $T=0$, a contradiction.

**Stability.** With $y=U^{\mathsf T}x$,

$$x^{\mathsf T}(1-sT)x=\sum_i(1-s d_i)\,y_i^2 .$$

If $st<1$ and $s\ge0$, then $sd_i\le st<1$, so every coefficient is positive. Since $x\ne0$ implies $y\neq0$, the sum is positive. Conversely, let $x$ be the column of $U$ with $d_j=t$. The sum is then $1-st$, which must be positive.

**Divergence.** For $0\le s<1/t$ all mode stiffnesses are positive, and

$$\operatorname{tr}(1-sT)^{-1}=\sum_i\frac1{1-sd_i}\ \ge\ \frac1{1-st}\ \longrightarrow\ +\infty\qquad (s\uparrow 1/t).$$

**A lower bound from the trace.** For $x<1$ we have $(1-x)(1+x)\le1$, hence $1/(1-x)\ge1+x$. Summing over $x=sd_i$ gives $\operatorname{tr}(1-sT)^{-1}\ge N+s\operatorname{tr}T=N$, where $N$ is the number of dipole components. So for $s\ge0$ and $st<1$ a traceless coupling does not lower this trace below its uncoupled value.

## Two dipoles on a line

In this model, an induced-dipole calculation can assemble $T$ from the positions and solve $(1-sT)p=sE$. For two molecules at distance $r$ with dipoles along their axis, in Gaussian units,

$$T=\begin{pmatrix}0&k\\k&0\end{pmatrix},\qquad k=\frac{2}{r^3},$$

with eigenvalues $\pm k$. The pair is stable exactly when $2s<r^3$. For $s=1\ \text{Å}^3$ the threshold lies at $r=2^{1/3}\ \text{Å}\approx1.26\ \text{Å}$. At $r=2\ \text{Å}$, where $sk=1/4$, a uniform axial field $E_0$ induces in each molecule the dipole $sE_0/(1-sk)=\tfrac43\,sE_0$.

Without the trace condition, a nonzero symmetric coupling need not have a positive eigenvalue. The $1\times1$ matrix $T=(-1)$, which would be a dipole acting on itself and so is not a point-dipole coupling, gives $1-sT=1+s$, which is positive for every $s\ge0$, so no catastrophe occurs.

## The coupling and its normal modes in Lean

The finite type `n` labels the dipole components, three per molecule in space.

```lean
import Mathlib

open Matrix Filter Topology

namespace PolarisationCatastrophe

variable {n : Type*} [Fintype n] [DecidableEq n]
```

The matrix $1-sT$ is called the stiffness. It is dimensionless; the second derivative of the energy above is this matrix divided by $s$.

```lean
/-- The stiffness matrix `1 - s T` of induced dipoles with common polarisability `s`
and coupling matrix `T`. -/
def stiffness (T : Matrix n n ℝ) (s : ℝ) : Matrix n n ℝ := 1 - s • T
```

The next theorem supplies the diagonalisation. The set `spectrum ℝ T` is the set of real eigenvalues of $T$, here identified with the values of `d`. Mathlib's orthonormal eigenvectors form the columns of `U`; step `h3` states $TU=U\,\mathrm{diag}(d)$, and multiplying by $U^{\mathsf T}$ on the right gives the decomposition.

```lean
/-- A real symmetric coupling is diagonal in an orthonormal set of normal modes, whose
coupling constants `d` make up its spectrum. -/
theorem normal_modes {T : Matrix n n ℝ} (hT : T.IsSymm) :
    ∃ (U : Matrix n n ℝ) (d : n → ℝ),
      Uᵀ * U = 1 ∧ T = U * diagonal d * Uᵀ ∧ spectrum ℝ T = Set.range d := by
  have hH : T.IsHermitian := by
    rw [Matrix.IsHermitian, conjTranspose_eq_transpose_of_trivial]
    exact hT
  let U : Matrix n n ℝ := hH.eigenvectorUnitary
  have h1 : Uᵀ * U = 1 := by
    have h := Matrix.mem_unitaryGroup_iff'.1 hH.eigenvectorUnitary.2
    rwa [star_eq_conjTranspose, conjTranspose_eq_transpose_of_trivial] at h
  have h2 : U * Uᵀ = 1 := _root_.mul_eq_one_comm.1 h1
  -- the columns of `U` are eigenvectors
  have h3 : T * U = U * diagonal hH.eigenvalues := by
    ext i j
    have h := congrFun (hH.mulVec_eigenvectorBasis j) i
    simp only [mulVec, dotProduct, Pi.smul_apply, smul_eq_mul] at h
    rw [mul_diagonal, mul_apply, mul_comm (U i j)]
    exact h
  refine ⟨U, hH.eigenvalues, h1, ?_, hH.spectrum_real_eq_range_eigenvalues⟩
  rw [← h3, Matrix.mul_assoc, h2, Matrix.mul_one]
```

Cyclicity of the trace turns $\operatorname{tr}T$ into $\sum_i d_i$.

```lean
/-- The trace of a coupling is the sum of the coupling constants `d i` of its orthonormal normal
modes. -/
theorem trace_modes {U : Matrix n n ℝ} (d : n → ℝ) (h1 : Uᵀ * U = 1) :
    trace (U * diagonal d * Uᵀ) = ∑ i, d i := by
  rw [trace_mul_comm, ← Matrix.mul_assoc, h1, Matrix.one_mul, trace_diagonal]
```

In the same modes the stiffness is diagonal, with entries $1-sd_i$.

```lean
/-- Each orthonormal normal mode with coupling constant `d i` has stiffness `1 - s d i`. -/
theorem stiffness_modes {U : Matrix n n ℝ} (d : n → ℝ) (h1 : Uᵀ * U = 1) (s : ℝ) :
    stiffness (U * diagonal d * Uᵀ) s = U * diagonal (fun i => 1 - s * d i) * Uᵀ := by
  have h2 : U * Uᵀ = 1 := _root_.mul_eq_one_comm.1 h1
  have h : diagonal (fun i => 1 - s * d i) = 1 - s • diagonal d := by
    ext i j
    by_cases h : i = j
    · subst h
      simp
    · simp [h]
  rw [h, Matrix.mul_sub, Matrix.sub_mul, Matrix.mul_one, h2, Matrix.mul_smul,
    Matrix.smul_mul, stiffness]
```

## Positivity of the largest eigenvalue

The hypothesis `IsGreatest (spectrum ℝ T) t` says that `t` is an eigenvalue and that no eigenvalue exceeds it. The proof is the argument by contradiction given above: `hle` makes every `d i` nonpositive, and `hd` concludes that they all vanish.

```lean
/-- The largest eigenvalue of a nonzero symmetric traceless coupling is positive. -/
theorem top_eigenvalue_pos {T : Matrix n n ℝ} {t : ℝ} (hT : T.IsSymm) (h0 : T ≠ 0)
    (htr : T.trace = 0) (ht : IsGreatest (spectrum ℝ T) t) : 0 < t := by
  obtain ⟨U, d, h1, rfl, hsp⟩ := normal_modes hT
  rw [hsp] at ht
  rw [trace_modes d h1] at htr
  by_contra hneg
  have hle : ∀ i, d i ≤ 0 := fun i => (ht.2 ⟨i, rfl⟩).trans (not_lt.1 hneg)
  -- nonpositive numbers with sum zero all vanish
  have hd : d = fun _ => 0 := funext fun i =>
    (Finset.sum_eq_zero_iff_of_nonpos (fun i _ => hle i)).1 htr i (Finset.mem_univ i)
  apply h0
  rw [hd, diagonal_zero, Matrix.mul_zero, Matrix.zero_mul]
```

## The stability criterion

This theorem needs no trace condition. The step `energy` is the expansion of the quadratic form in normal modes. The first direction tests it on `U *ᵥ Pi.single j 1`, the column of `U` that belongs to $t$. The second uses `hpos`, the positivity of every mode stiffness, and `hw`, which says that a nonzero $x$ has a nonzero mode amplitude.

```lean
/-- For a symmetric coupling with largest eigenvalue `t` and polarisability `s ≥ 0`, the
stiffness matrix is positive definite if and only if `s t < 1`. -/
theorem stiffness_posDef_iff {T : Matrix n n ℝ} {s t : ℝ} (hT : T.IsSymm)
    (ht : IsGreatest (spectrum ℝ T) t) (hs : 0 ≤ s) :
    (stiffness T s).PosDef ↔ s * t < 1 := by
  have hherm : (stiffness T s).IsHermitian := by
    rw [Matrix.IsHermitian, conjTranspose_eq_transpose_of_trivial, stiffness,
      transpose_sub, transpose_one, transpose_smul, hT.eq]
  obtain ⟨U, d, h1, rfl, hsp⟩ := normal_modes hT
  rw [hsp] at ht
  -- the energy is a sum over normal modes
  have energy : ∀ x : n → ℝ, star x ⬝ᵥ (stiffness (U * diagonal d * Uᵀ) s *ᵥ x) =
      ∑ i, (1 - s * d i) * ((Uᵀ *ᵥ x) i * (Uᵀ *ᵥ x) i) := by
    intro x
    rw [stiffness_modes d h1, star_trivial, ← mulVec_mulVec, ← mulVec_mulVec,
      dotProduct_mulVec, ← mulVec_transpose]
    simp only [dotProduct, mulVec_diagonal]
    exact Finset.sum_congr rfl fun i _ => by ring
  rw [posDef_iff_dotProduct_mulVec]
  constructor
  · -- test the energy on the softest mode
    rintro ⟨_, h⟩
    obtain ⟨j, rfl⟩ := ht.1
    have hw : Uᵀ *ᵥ (U *ᵥ Pi.single j 1) = Pi.single j 1 := by
      rw [mulVec_mulVec, h1, one_mulVec]
    have hp : 0 < star (U *ᵥ Pi.single j 1) ⬝ᵥ
        (stiffness (U * diagonal d * Uᵀ) s *ᵥ (U *ᵥ Pi.single j 1)) := by
      apply h
      intro h0
      rw [h0, mulVec_zero] at hw
      simpa using congrFun hw j
    rw [energy, hw] at hp
    simp [Pi.single_apply] at hp
    linarith
  · intro hst
    refine ⟨hherm, ?_⟩
    intro x hx
    have hpos : ∀ i, 0 < 1 - s * d i := fun i => by
      nlinarith [mul_le_mul_of_nonneg_left (ht.2 ⟨i, rfl⟩ : d i ≤ t) hs]
    have hw : Uᵀ *ᵥ x ≠ 0 := fun h => hx (by
      have h' := congrArg (fun y => U *ᵥ y) h
      simpa only [mulVec_mulVec, _root_.mul_eq_one_comm.1 h1, one_mulVec, mulVec_zero] using h')
    obtain ⟨i, hi⟩ := Function.ne_iff.1 hw
    have hi' : (Uᵀ *ᵥ x) i ≠ 0 := hi
    rw [energy]
    exact Finset.sum_pos' (fun j _ => mul_nonneg (hpos j).le (mul_self_nonneg _))
      ⟨i, Finset.mem_univ i, mul_pos (hpos i) (mul_self_pos.2 hi')⟩
```

## Bounds on the response

When no mode stiffness vanishes, the inverse is obtained by inverting each one, which `inv_eq_right_inv` confirms by multiplication.

```lean
/-- If no orthonormal normal mode has zero stiffness, the trace of the inverse stiffness
is the sum of the inverse mode stiffnesses. -/
theorem trace_inv_modes {U : Matrix n n ℝ} (d : n → ℝ) (h1 : Uᵀ * U = 1) {s : ℝ}
    (h : ∀ i, 1 - s * d i ≠ 0) :
    trace (stiffness (U * diagonal d * Uᵀ) s)⁻¹ = ∑ i, (1 - s * d i)⁻¹ := by
  have hD : diagonal (fun i => 1 - s * d i) * diagonal (fun i => (1 - s * d i)⁻¹) = 1 := by
    rw [diagonal_mul_diagonal, ← diagonal_one]
    congr 1
    exact funext fun i => mul_inv_cancel₀ (h i)
  rw [stiffness_modes d h1, ← trace_modes _ h1]
  congr 1
  apply inv_eq_right_inv
  calc U * diagonal (fun i => 1 - s * d i) * Uᵀ * (U * diagonal (fun i => (1 - s * d i)⁻¹) * Uᵀ)
      = U * diagonal (fun i => 1 - s * d i) * (Uᵀ * U)
          * diagonal (fun i => (1 - s * d i)⁻¹) * Uᵀ := by simp only [Matrix.mul_assoc]
    _ = 1 := by
      rw [h1, Matrix.mul_one, Matrix.mul_assoc U, hD, Matrix.mul_one,
        _root_.mul_eq_one_comm.1 h1]
```

Both lower bounds follow. The first keeps only the softest mode of a sum of positive terms; the second sums $1+sd_i\le1/(1-sd_i)$, which is `hterm`.

```lean
/-- For a symmetric coupling with largest eigenvalue `t`, and `s ≥ 0` with `s t < 1`, the
trace of the inverse stiffness is at least `1 / (1 - s t)`. If the coupling is traceless,
it is also at least the number of dipole components, its value without coupling. -/
theorem response_bounds {T : Matrix n n ℝ} {s t : ℝ} (hT : T.IsSymm)
    (ht : IsGreatest (spectrum ℝ T) t) (hs : 0 ≤ s) (hst : s * t < 1) :
    (1 - s * t)⁻¹ ≤ trace (stiffness T s)⁻¹ ∧
      (T.trace = 0 → (Fintype.card n : ℝ) ≤ trace (stiffness T s)⁻¹) := by
  obtain ⟨U, d, h1, rfl, hsp⟩ := normal_modes hT
  rw [hsp] at ht
  have hpos : ∀ i, 0 < 1 - s * d i := fun i => by
    nlinarith [mul_le_mul_of_nonneg_left (ht.2 ⟨i, rfl⟩ : d i ≤ t) hs]
  rw [trace_inv_modes d h1 (fun i => (hpos i).ne'), trace_modes d h1]
  constructor
  · -- keep only the softest mode
    obtain ⟨j, rfl⟩ := ht.1
    exact Finset.single_le_sum (f := fun i => (1 - s * d i)⁻¹)
      (fun i _ => (inv_pos.2 (hpos i)).le) (Finset.mem_univ j)
  · intro htr
    have hterm : ∀ i, 1 + s * d i ≤ (1 - s * d i)⁻¹ := fun i => by
      rw [← one_div, le_div_iff₀ (hpos i)]
      nlinarith [sq_nonneg (s * d i)]
    calc (Fintype.card n : ℝ) = ∑ i, (1 + s * d i) := by
          rw [Finset.sum_add_distrib, ← Finset.mul_sum, htr]
          simp
      _ ≤ ∑ i, (1 - s * d i)⁻¹ := Finset.sum_le_sum fun i _ => hterm i
```

## The catastrophe

The final theorem takes a real matrix `T` that is symmetric, nonzero and traceless, with largest eigenvalue `t`, and concludes the three parts of the claim. The filter `𝓝[<] (1 / t)` expresses that $s$ approaches $1/t$ from below, and `atTop` that the trace tends to $+\infty$.

In the proof, `hgt` shows that $1-st$ tends to zero through positive values, so its inverse diverges. The first bound of `response_bounds` then carries the divergence over to the trace; it applies because $s$ is positive close enough to $1/t$.

```lean
/-- Every nonzero symmetric traceless coupling has a polarisation catastrophe: its largest
eigenvalue `t` is positive, the stiffness at polarisability `s ≥ 0` is positive definite
exactly for `s t < 1`, and the trace of its inverse diverges as `s` increases to `1 / t`. -/
theorem polarisation_catastrophe {T : Matrix n n ℝ} {t : ℝ} (hT : T.IsSymm) (h0 : T ≠ 0)
    (htr : T.trace = 0) (ht : IsGreatest (spectrum ℝ T) t) :
    0 < t ∧ (∀ s, 0 ≤ s → ((stiffness T s).PosDef ↔ s * t < 1)) ∧
      Tendsto (fun s => trace (stiffness T s)⁻¹) (𝓝[<] (1 / t)) atTop := by
  have hpos := top_eigenvalue_pos hT h0 htr ht
  refine ⟨hpos, fun s hs => stiffness_posDef_iff hT ht hs, ?_⟩
  have hlim : Tendsto (fun s : ℝ => 1 - s * t) (𝓝 (1 / t)) (𝓝 0) := by
    have c : Continuous (fun s : ℝ => 1 - s * t) := by fun_prop
    have e : 1 - 1 / t * t = 0 := by rw [one_div, inv_mul_cancel₀ hpos.ne', sub_self]
    have h := c.tendsto (1 / t)
    simpa only [e] using h
  have hgt : Tendsto (fun s : ℝ => 1 - s * t) (𝓝[<] (1 / t)) (𝓝[>] 0) := by
    refine tendsto_nhdsWithin_iff.2 ⟨hlim.mono_left nhdsWithin_le_nhds, ?_⟩
    filter_upwards [self_mem_nhdsWithin] with s hs
    exact sub_pos.2 ((lt_div_iff₀ hpos).1 hs)
  -- the softest mode alone already diverges
  refine tendsto_atTop_mono' _ ?_ (tendsto_inv_nhdsGT_zero.comp hgt)
  filter_upwards [self_mem_nhdsWithin,
    nhdsWithin_le_nhds (Ioi_mem_nhds (one_div_pos.2 hpos))] with s hs hs0
  exact (response_bounds hT ht (le_of_lt hs0) ((lt_div_iff₀ hpos).1 hs)).1

end PolarisationCatastrophe
```

```lean
#print axioms PolarisationCatastrophe.polarisation_catastrophe
-- 'PolarisationCatastrophe.polarisation_catastrophe' depends on axioms: [propext, Classical.choice, Quot.sound]
```

Multiplied by $s$, the diverging trace adds up the response of each dipole component to a field acting on that component alone. The total dipole in a uniform field can stay finite if the softest mode has no net dipole.

The result bears on molecular simulations with polarisable force fields, in so far as they use static, linear point dipoles with one common polarisability and without periodic images, through which a dipole would act on itself. The step from molecules to such a `T` and `s` is a physical assumption, and it is poorest at short distances, where charge clouds overlap and the point-dipole field is too strong.
